# The norm of a difference of two orthogonal projectors is the larger of the two one-sided gaps

To measure how far apart two subspaces of quantum states are, this note represents each by its orthogonal projector: a continuous linear map $P$ on a complex inner-product space $E$ that is idempotent and symmetric. The subspace is the range of $P$, the set of $x$ with $Px=x$. For two such maps the result is

$$\|P-Q\|=\max\bigl(\|(1-Q)P\|,\ \|(1-P)Q\|\bigr).$$

For a normalised state $\psi$, the probabilities of finding it in the two subspaces differ by $|\langle\psi,(P-Q)\psi\rangle|\le\|P-Q\|$. In electronic structure, $P$ and $Q$ can be the projectors onto the occupied orbitals of two independent-electron calculations. The step left to the user is to establish that the two computed density matrices really are orthogonal projectors on one common space.

The small matrix counterexamples in this note are worked out in the prose and have no Lean proof behind them.

```lean
import Mathlib

namespace SubspaceGap

noncomputable section

variable {E : Type*} [NormedAddCommGroup E] [InnerProductSpace ℂ E]

/-- An orthogonal projector: a continuous linear map that is idempotent and symmetric. -/
structure IsOrthProj (P : E →L[ℂ] E) : Prop where
  idem : ∀ x, P (P x) = P x
  symm : ∀ x y, inner ℂ (P x) y = inner ℂ x (P y)
```

In `IsOrthProj`, the field `idem` says $P^2=P$ and `symm` says $\langle Px,y\rangle=\langle x,Py\rangle$. The inner product is conjugate-linear in its first slot, as in Dirac notation.

## Continuity supplies the operator norm

The type `E →L[ℂ] E` contains the continuous, that is bounded, linear maps, and `*` is composition. Continuity gives the estimate $\|Ax\|\le\|A\|\,\|x\|$, which the proofs call as `le_opNorm`. The reverse tool, `opNorm_le_bound`, turns a bound for every $x$ into a bound on $\|A\|$.

Leaving continuity out would admit no new projectors, since the Pythagoras identity below already bounds any symmetric idempotent linear map. Completeness of $E$ is not assumed, so Hilbert spaces are a special case.

```lean
/-- The one-sided gap from the range of `P` to the range of `Q`: the operator norm of
`(1 - Q) P`. -/
def gap (P Q : E →L[ℂ] E) : ℝ := ‖(1 - Q) * P‖
```

Write $g(P,Q)=\|(1-Q)P\|$ for `gap P Q`. It is directed, from the range of $P$ to that of $Q$; textbooks often give the name "gap" to the symmetric quantity $\|P-Q\|$. It is not an energy gap.

The rank-one maps used for pure states have the same type:

```lean
/-- The map `x ↦ ⟨u, x⟩ u`, written `|u⟩⟨u|` in Dirac notation. -/
def stateProj (u : E) : E →L[ℂ] E := (innerSL ℂ u).smulRight u

theorem stateProj_apply (u x : E) : stateProj u x = inner ℂ u x • u := rfl
```

## Symmetry makes the split orthogonal

Physically, symmetry says that what the projector removes is orthogonal to what it keeps. By idempotence and symmetry, $\langle Px,x\rangle=\langle P(Px),x\rangle=\langle Px,Px\rangle$. Hence $\langle Px,x-Px\rangle=0$, and

$$\|Px\|^2+\|x-Px\|^2=\|x\|^2,\qquad\text{so}\qquad \|Px\|\le\|x\|.$$

In `pythagoras`, `h0` is the vanishing inner product, and `norm_add_sq` expands the squared norm of the sum.

```lean
/-- An orthogonal projector splits the squared norm of a vector into the part inside the
subspace and the part outside it. -/
theorem pythagoras {P : E →L[ℂ] E} (hP : IsOrthProj P) (x : E) :
    ‖P x‖ ^ 2 + ‖x - P x‖ ^ 2 = ‖x‖ ^ 2 := by
  have h0 : inner ℂ (P x) (x - P x) = 0 := by
    rw [inner_sub_right, ← hP.symm (P x) x, hP.idem, sub_self]
  have h := norm_add_sq (𝕜 := ℂ) (P x) (x - P x)
  rw [h0, map_zero, add_sub_cancel] at h
  linarith

/-- An orthogonal projector never lengthens a vector. -/
theorem norm_apply_le {P : E →L[ℂ] E} (hP : IsOrthProj P) (x : E) : ‖P x‖ ≤ ‖x‖ := by
  refine (sq_le_sq₀ (norm_nonneg _) (norm_nonneg _)).1 ?_
  nlinarith [pythagoras hP x, sq_nonneg ‖x - P x‖]
```

If $Px=x$, then $x-Qx=(1-Q)Px$, so $\|x-Qx\|\le g(P,Q)\|x\|$. This needs no projector property.

```lean
/-- If `P x = x`, then `x` differs from `Q x` by at most `gap P Q` times the norm of `x`. -/
theorem norm_sub_apply_le (P Q : E →L[ℂ] E) {x : E} (hx : P x = x) :
    ‖x - Q x‖ ≤ gap P Q * ‖x‖ := by
  have h : ‖P x - Q (P x)‖ ≤ gap P Q * ‖x‖ := ((1 - Q) * P).le_opNorm x
  rwa [hx] at h
```

Symmetry is used again for a vector with $Px=0$. Then $\langle x,PQx\rangle=\langle Px,Qx\rangle=0$, and therefore

$$\|Qx\|^2=\langle x,Qx\rangle=\langle x,(1-P)Qx\rangle\le\|x\|\,g(Q,P)\,\|Qx\|.$$

The last step is Cauchy–Schwarz followed by the previous bound applied to $Qx$. Dividing by $\|Qx\|$ gives $\|Qx\|\le g(Q,P)\|x\|$. The case $Qx=0$ is immediate, and `rcases` separates the two.

```lean
/-- For orthogonal projectors, a vector annihilated by `P` has a component in the range of `Q`
of at most the one-sided gap from `Q` to `P` times its norm. -/
theorem norm_apply_le_of_apply_eq_zero {P Q : E →L[ℂ] E} (hP : IsOrthProj P)
    (hQ : IsOrthProj Q) {x : E} (hx : P x = 0) : ‖Q x‖ ≤ gap Q P * ‖x‖ := by
  -- move `Q` across the inner product and insert `1 - P`, which is free since `P x = 0`
  have h1 : inner ℂ (Q x) (Q x) = inner ℂ x (Q x - P (Q x)) := by
    rw [inner_sub_right, ← hP.symm x (Q x), hx, inner_zero_left, sub_zero, hQ.symm, hQ.idem]
  have h2 := inner_self_eq_norm_sq (𝕜 := ℂ) (Q x)
  rw [h1] at h2
  have h3 := re_inner_le_norm (𝕜 := ℂ) x (Q x - P (Q x))
  rw [h2] at h3
  have h4 := mul_le_mul_of_nonneg_left (norm_sub_apply_le Q P (hQ.idem x)) (norm_nonneg x)
  have hg : 0 ≤ gap Q P := norm_nonneg ((1 - P) * Q)
  rcases (norm_nonneg (Q x)).eq_or_lt with h | h
  · rw [← h]
    positivity
  · refine le_of_mul_le_mul_right ?_ h
    linarith
```

Without symmetry of one of the two maps, the equality can fail. On $\mathbb C^2$ take

$$P=\begin{pmatrix}1&1\\0&0\end{pmatrix},\qquad Q=\begin{pmatrix}1&0\\0&0\end{pmatrix}.$$

Both are idempotent with the same range, so both gaps vanish, yet $\|P-Q\|=1$. In a non-orthogonal basis with overlap matrix $S$, let $D$ be the density matrix of an independent-electron calculation with occupations 0 and 1. The product $DS$ is idempotent but in general not symmetric for the ordinary dot product of coefficient vectors. It is symmetric for the inner product $x^\dagger Sy$, and with that inner product, and the operator norm belonging to it, the theorem applies.

## Idempotence lets a projector be repeated

Idempotence says that projecting twice is the same as projecting once. For a one-particle density matrix over spin orbitals it means occupations of exactly 0 or 1. The spin-summed density matrix of a closed-shell calculation has occupations 0 and 2, and has to be halved first. By hand it gives

$$Q(Px-Qx)=-Q(x-Px),\qquad (Px-Qx)-Q(Px-Qx)=Px-QPx.$$

Pythagoras for $Q$, applied to $Px-Qx$, then yields

$$\|(P-Q)x\|^2=\|(1-Q)Px\|^2+\|Q(1-P)x\|^2.$$

The equations `e1` and `e2` are the two identities above.

```lean
/-- For an orthogonal projector `Q` and any continuous linear map `P`, the squared norm of
`(P - Q) x` is the sum of the squared norms of `(1 - Q) P x` and `Q (1 - P) x`. -/
theorem norm_diff_sq (P : E →L[ℂ] E) {Q : E →L[ℂ] E} (hQ : IsOrthProj Q) (x : E) :
    ‖P x - Q x‖ ^ 2 = ‖P x - Q (P x)‖ ^ 2 + ‖Q (x - P x)‖ ^ 2 := by
  have h := pythagoras hQ (P x - Q x)
  have e1 : Q (P x - Q x) = -Q (x - P x) := by
    simp only [map_sub, hQ.idem]
    abel
  have e2 : P x - Q x - Q (P x - Q x) = P x - Q (P x) := by
    simp only [map_sub, hQ.idem]
    abel
  rw [e2, e1, norm_neg] at h
  linarith
```

Idempotence of $P$ also gives $(1-Q)Px=(P-Q)Px$. Since $\|Px\|\le\|x\|$, it follows that $g(P,Q)\le\|P-Q\|$. Only $P$ has to be a projector here.

```lean
/-- For an orthogonal projector `P` and any continuous linear map `Q`, `gap P Q` is at most the norm
of `P - Q`. -/
theorem gap_le_norm_sub {P Q : E →L[ℂ] E} (hP : IsOrthProj P) : gap P Q ≤ ‖P - Q‖ := by
  refine ContinuousLinearMap.opNorm_le_bound _ (norm_nonneg _) fun x => ?_
  change ‖P x - Q (P x)‖ ≤ _
  have h : ‖P (P x) - Q (P x)‖ ≤ ‖P - Q‖ * ‖P x‖ := (P - Q).le_opNorm (P x)
  rw [hP.idem] at h
  exact h.trans (mul_le_mul_of_nonneg_left (norm_apply_le hP x) (norm_nonneg _))
```

For the opposite inequality, let $m$ be the larger gap. The vector $Px$ lies in the range of $P$, and $P(x-Px)=0$ by idempotence, so the two earlier bounds apply:

$$\|(P-Q)x\|^2\le m^2\|Px\|^2+m^2\|x-Px\|^2=m^2\|x\|^2.$$

In the Lean proof `a` and `b` are these two bounds, `a2` and `b2` their squares, and `sq_le_sq₀` removes the squares at the end. The second bullet applies `gap_le_norm_sub` in both directions.

```lean
/-- The norm of the difference of two orthogonal projectors is the larger of the two one-sided
gaps between their ranges. -/
theorem norm_sub_eq_max_gap {P Q : E →L[ℂ] E} (hP : IsOrthProj P) (hQ : IsOrthProj Q) :
    ‖P - Q‖ = max (gap P Q) (gap Q P) := by
  apply le_antisymm
  · have hm : 0 ≤ max (gap P Q) (gap Q P) :=
      le_max_of_le_left (norm_nonneg ((1 - Q) * P))
    refine ContinuousLinearMap.opNorm_le_bound _ hm fun x => ?_
    change ‖P x - Q x‖ ≤ _
    have hx : P (x - P x) = 0 := by rw [map_sub, hP.idem, sub_self]
    -- each orthogonal piece is controlled by one of the gaps
    have a := (norm_sub_apply_le P Q (hP.idem x)).trans
      (mul_le_mul_of_nonneg_right (le_max_left (gap P Q) (gap Q P)) (norm_nonneg _))
    have b := (norm_apply_le_of_apply_eq_zero hP hQ hx).trans
      (mul_le_mul_of_nonneg_right (le_max_right (gap P Q) (gap Q P)) (norm_nonneg _))
    refine (sq_le_sq₀ (norm_nonneg _) (mul_nonneg hm (norm_nonneg _))).1 ?_
    have a2 := pow_le_pow_left₀ (norm_nonneg _) a 2
    have b2 := pow_le_pow_left₀ (norm_nonneg _) b 2
    rw [norm_diff_sq P hQ x, mul_pow, ← pythagoras hP x, mul_add]
    rw [mul_pow] at a2 b2
    exact add_le_add a2 b2
  · refine max_le (gap_le_norm_sub hP) ?_
    rw [norm_sub_rev]
    exact gap_le_norm_sub hQ
```

Without idempotence of one map, the equality can fail even between symmetric matrices. With

$$P=\frac1{10}\begin{pmatrix}7&3\\3&5\end{pmatrix},\qquad Q=\begin{pmatrix}1&0\\0&0\end{pmatrix},$$

the two expressions are $\|(1-Q)P\|=\sqrt{0.34}\approx0.58$ and $\|(1-P)Q\|=\sqrt{0.18}\approx0.42$, while $\|P-Q\|=0.6$. The eigenvalues of this $P$ lie strictly between 0 and 1, like fractional occupations.

## A non-negative tolerance gives the gap its geometric meaning

Let $c\ge0$ be a relative tolerance. Then $g(P,Q)\le c$ holds exactly when every $x$ in the range of $P$ has some $y$ in the range of $Q$ with $\|x-y\|\le c\|x\|$.

Forwards, take $y=Qx$. Backwards, apply the condition to $Px$ to obtain $y$. Since $Qy=y$, the part of $Px-y$ outside the range of $Q$ is $Px-QPx$, and Pythagoras gives

$$\|Px-QPx\|\le\|Px-y\|\le c\|Px\|\le c\|x\|.$$

The Lean proof follows this, with `e` identifying the outside part and `hn` giving the first inequality. The sign hypothesis `hc` is needed by `opNorm_le_bound`. For negative $c$ the equivalence fails when $P=0$: the geometric condition then holds with $x=y=0$, but a norm cannot be negative.

```lean
/-- For orthogonal projectors and `c ≥ 0`, the one-sided gap is at most `c` exactly when every
`x` in the range of `P` has a vector of the range of `Q` within distance `c ‖x‖`. -/
theorem gap_le_iff {P Q : E →L[ℂ] E} (hP : IsOrthProj P) (hQ : IsOrthProj Q) {c : ℝ}
    (hc : 0 ≤ c) :
    gap P Q ≤ c ↔ ∀ x, P x = x → ∃ y, Q y = y ∧ ‖x - y‖ ≤ c * ‖x‖ := by
  constructor
  · intro h x hx
    exact ⟨Q x, hQ.idem x, (norm_sub_apply_le P Q hx).trans
      (mul_le_mul_of_nonneg_right h (norm_nonneg _))⟩
  · intro h
    refine ContinuousLinearMap.opNorm_le_bound _ hc fun x => ?_
    change ‖P x - Q (P x)‖ ≤ _
    obtain ⟨y, hy, hxy⟩ := h (P x) (hP.idem x)
    -- the projection is the nearest point of the subspace
    have e : P x - y - Q (P x - y) = P x - Q (P x) := by
      rw [map_sub, hy]
      abel
    have hn : ‖P x - Q (P x)‖ ≤ ‖P x - y‖ := by
      refine (sq_le_sq₀ (norm_nonneg _) (norm_nonneg _)).1 ?_
      have p := pythagoras hQ (P x - y)
      rw [e] at p
      nlinarith [sq_nonneg ‖Q (P x - y)‖]
    exact (hn.trans hxy).trans (mul_le_mul_of_nonneg_left (norm_apply_le hP x) hc)
```

## Nested, distinct subspaces have gaps 0 and 1

The hypothesis $QP=P$ says that the range of $P$ lies inside that of $Q$, as when further orbitals are added to an occupied space. Every $x$ in the smaller space is its own partner in the larger one, so $g(P,Q)=0$. In the other direction $y=0$ always serves with $c=1$, so $g(Q,P)\le1$.

The hypothesis $P\ne Q$ supplies an $x$ with $z=Qx-Px\neq0$. Symmetry turns $QP=P$ into $PQ=P$, which is `hPQ`. Hence $Qz=z$ and $Pz=0$, which are `hz` and `hz0`. The bound $\|z-Pz\|\le g(Q,P)\|z\|$ now reads $\|z\|\le g(Q,P)\|z\|$, so $g(Q,P)\ge1$.

```lean
/-- If the range of `P` lies in the range of `Q` and the orthogonal projectors differ, one gap
is `0` and the other is `1`. -/
theorem gap_of_nested {P Q : E →L[ℂ] E} (hP : IsOrthProj P) (hQ : IsOrthProj Q)
    (h : ∀ x, Q (P x) = P x) (hne : P ≠ Q) : gap P Q = 0 ∧ gap Q P = 1 := by
  constructor
  · apply le_antisymm _ (norm_nonneg ((1 - Q) * P))
    exact (gap_le_iff hP hQ le_rfl).2 fun x hx => ⟨x, by rw [← hx, h], by simp⟩
  · apply le_antisymm
    · exact (gap_le_iff hQ hP zero_le_one).2 fun x _ => ⟨0, map_zero P, by simp⟩
    · -- a non-zero vector of the larger subspace orthogonal to the smaller one
      obtain ⟨x, hx⟩ : ∃ x, P x ≠ Q x := by
        by_contra hcon
        push Not at hcon
        exact hne (ContinuousLinearMap.ext hcon)
      have hPQ : P (Q x) = P x := by
        refine ext_inner_right ℂ fun y => ?_
        rw [hP.symm, hQ.symm, h, ← hP.symm]
      have hz : Q (Q x - P x) = Q x - P x := by rw [map_sub, hQ.idem, h]
      have hz0 : P (Q x - P x) = 0 := by rw [map_sub, hPQ, hP.idem, sub_self]
      have hpos : 0 < ‖Q x - P x‖ := norm_pos_iff.2 (sub_ne_zero.2 hx.symm)
      have hb := norm_sub_apply_le Q P hz
      rw [hz0, sub_zero] at hb
      refine le_of_mul_le_mul_right ?_ hpos
      rwa [one_mul]
```

If $P=Q$, both gaps are 0. If neither range contains the other, intermediate values can occur, as in the $\mathbb C^2$ example at the end. The nested case also shows that neither gap alone can replace the maximum.

## Unit vectors turn the gap into an overlap

A pure state is given by a vector $u$ with $\|u\|=1$, and `stateProj u` is $|u\rangle\langle u|$. Normalisation gives $\langle u,u\rangle=1$, which makes the map idempotent; symmetry holds for every $u$.

```lean
/-- For a unit vector `u`, the map `|u⟩⟨u|` is an orthogonal projector. -/
theorem isOrthProj_stateProj {u : E} (hu : ‖u‖ = 1) : IsOrthProj (stateProj u) where
  idem x := by
    have h : inner ℂ u u = 1 := by
      rw [inner_self_eq_norm_sq_to_K, hu]
      simp
    simp only [stateProj_apply, inner_smul_right, h, mul_one]
  symm x y := by
    rw [stateProj_apply, stateProj_apply, inner_smul_left, inner_smul_right,
      inner_conj_symm, mul_comm]
```

For unit vectors $u$ and $v$,

$$(1-|v\rangle\langle v|)\,|u\rangle\langle u|x\rangle=\langle u,x\rangle\,\bigl(u-\langle v,u\rangle v\bigr).$$

By Cauchy–Schwarz the norm of this is at most $\|x\|\,\|u-\langle v,u\rangle v\|$, with equality at $x=u$. Pythagoras gives $\|u-\langle v,u\rangle v\|^2=1-|\langle u,v\rangle|^2$; its square root is `hs` in the proof.

```lean
/-- For unit vectors `u` and `v`, the one-sided gap between the lines they span is
`√(1 - |⟨u, v⟩|²)`. -/
theorem gap_stateProj {u v : E} (hu : ‖u‖ = 1) (hv : ‖v‖ = 1) :
    gap (stateProj u) (stateProj v) = √(1 - ‖inner ℂ u v‖ ^ 2) := by
  have hs : √(1 - ‖inner ℂ u v‖ ^ 2) = ‖u - stateProj v u‖ := by
    have p := pythagoras (isOrthProj_stateProj hv) u
    have q : ‖stateProj v u‖ = ‖inner ℂ u v‖ := by
      rw [stateProj_apply, norm_smul, hv, mul_one, norm_inner_symm]
    rw [q, hu] at p
    have r : 1 - ‖inner ℂ u v‖ ^ 2 = ‖u - stateProj v u‖ ^ 2 := by linarith
    rw [r, Real.sqrt_sq (norm_nonneg _)]
  rw [hs]
  apply le_antisymm
  · refine ContinuousLinearMap.opNorm_le_bound _ (norm_nonneg _) fun x => ?_
    change ‖stateProj u x - stateProj v (stateProj u x)‖ ≤ _
    rw [stateProj_apply u x, map_smul, ← smul_sub, norm_smul]
    have h := norm_inner_le_norm (𝕜 := ℂ) u x
    rw [hu, one_mul] at h
    linarith [mul_le_mul_of_nonneg_right h (norm_nonneg (u - stateProj v u))]
  · have hx : stateProj u u = u := by
      rw [stateProj_apply, inner_self_eq_norm_sq_to_K, hu]
      simp
    have h := norm_sub_apply_le (stateProj u) (stateProj v) hx
    rwa [hu, mul_one] at h
```

The value is unchanged when $u$ and $v$ are exchanged, so the two gaps agree and `max_self` finishes the next proof.

```lean
/-- For two pure states given by unit vectors `u` and `v`, the norm of the difference of their
projectors is `√(1 - |⟨u, v⟩|²)`. -/
theorem norm_sub_stateProj {u v : E} (hu : ‖u‖ = 1) (hv : ‖v‖ = 1) :
    ‖stateProj u - stateProj v‖ = √(1 - ‖inner ℂ u v‖ ^ 2) := by
  rw [norm_sub_eq_max_gap (isOrthProj_stateProj hu) (isOrthProj_stateProj hv),
    gap_stateProj hu hv, gap_stateProj hv hu, norm_inner_symm v u, max_self]
```

Without normalisation of one vector, the formula can fail. For a unit vector $u$ and $v=u/2$, the norm of the difference is $3/4$, while the right-hand side is $\sqrt3/2$.

In $\mathbb C^2$, the unit vectors $(1,0)$ and $(3/5,4/5)$ have overlap $3/5$, so their projectors differ by $4/5$ in norm:

```lean
/-- In `ℂ²` the unit vectors `(1, 0)` and `(3/5, 4/5)` give two orthogonal projectors whose
difference has norm `4/5`. -/
theorem norm_sub_witness :
    IsOrthProj (stateProj (!₂[1, 0] : EuclideanSpace ℂ (Fin 2))) ∧
    IsOrthProj (stateProj (!₂[3 / 5, 4 / 5] : EuclideanSpace ℂ (Fin 2))) ∧
    ‖stateProj (!₂[1, 0] : EuclideanSpace ℂ (Fin 2)) - stateProj !₂[3 / 5, 4 / 5]‖ = 4 / 5 := by
  have hu : ‖(!₂[1, 0] : EuclideanSpace ℂ (Fin 2))‖ = 1 := by
    norm_num [EuclideanSpace.norm_eq, Fin.sum_univ_two]
  have hv : ‖(!₂[3 / 5, 4 / 5] : EuclideanSpace ℂ (Fin 2))‖ = 1 := by
    norm_num [EuclideanSpace.norm_eq, Fin.sum_univ_two]
  have hi : inner ℂ (!₂[1, 0] : EuclideanSpace ℂ (Fin 2)) !₂[3 / 5, 4 / 5] = 3 / 5 := by
    simp [PiLp.inner_apply, Fin.sum_univ_two]
  refine ⟨isOrthProj_stateProj hu, isOrthProj_stateProj hv, ?_⟩
  have h : 1 - ‖(3 / 5 : ℂ)‖ ^ 2 = (4 / 5) ^ 2 := by norm_num
  rw [norm_sub_stateProj hu hv, hi, h, Real.sqrt_sq (by norm_num)]

end

end SubspaceGap
```

```lean
#print axioms SubspaceGap.norm_sub_eq_max_gap
-- 'SubspaceGap.norm_sub_eq_max_gap' depends on axioms: [propext, Classical.choice, Quot.sound]
#print axioms SubspaceGap.gap_of_nested
-- 'SubspaceGap.gap_of_nested' depends on axioms: [propext, Classical.choice, Quot.sound]
#print axioms SubspaceGap.norm_sub_stateProj
-- 'SubspaceGap.norm_sub_stateProj' depends on axioms: [propext, Classical.choice, Quot.sound]
```
